# A 1s electron bound to a bare charge Z has static dipole polarizability 9/(2Z⁴)

A pseudopotential built on a frozen core leaves out, unless a correction is added, the polarization of that core by its surroundings. The core's dipole polarizability is one measure of how large this effect is. The simplest case I can think of is a single 1s electron in the field of a bare charge $Z>0$, with radial orbital $u = 2Z^{3/2}\,r\,e^{-Zr}$ in atomic units. I believe its p-channel response to a uniform field is $w = \left(\frac{r}{Z^2}+\frac{r^2}{2Z}\right)u$, and that this gives the polarizability $\frac23\int_0^\infty r\,u\,w\,dr = \frac{9}{2Z^4}$, which is small for tight cores. Can this be proved in full, including that no other admissible response gives a different number, and can a proof assistant check it?

## The response and its integral by hand

Yes to both. In a field of strength $F$ along $z$, the electron feels the perturbation $Fz = Fr\cos\theta$, which couples the s orbital to the p channel. Write the first-order change of the orbital, per unit field, as $-\frac{w(r)}{r}\cos\theta\,Y_{00}$. First-order perturbation theory then gives the Sternheimer equation

$$-\tfrac12 w'' + V w = r u,\qquad V = \frac1{r^2}-\frac Zr+\frac{Z^2}{2}.$$

The second-order energy is $-\frac12\alpha F^2$. Since the angular average of $\cos^2\theta$ is $\frac13$, the polarizability is $\alpha=\frac23\int_0^\infty r\,u\,w\,dr$.

**The closed form solves the equation.** Differentiating $u$ gives $u' = (1/r - Z)u$ and $u'' = (Z^2-2Z/r)u$, so $-\frac12u''-\frac Zr u+\frac{Z^2}2u=0$. Put $w=pu$ with $p=\frac r{Z^2}+\frac{r^2}{2Z}$, so that $p'=\frac1{Z^2}+\frac rZ$ and $p''=\frac1Z$. The orbital equation removes the terms with $u''$, which leaves

$$-\tfrac12w''+Vw = u\left[-\frac{p''}2-p'\left(\frac1r-Z\right)+\frac p{r^2}\right].$$

The three terms in the bracket are $-\frac1{2Z}$, $-\frac1{Z^2r}+r$ and $\frac1{Z^2r}+\frac1{2Z}$. Their sum is $r$, as required. This $w$ also vanishes at the origin and at infinity.

**There is no other response with these limits.** Let $d$ be the difference of two responses that both vanish at the two ends. Then $d''=2Vd$, and completing the square gives

$$V=\left(\frac1r-\frac Z2\right)^2+\frac{Z^2}4\ge0.$$

Hence $(d^2)''=2d'^2+4Vd^2\ge0$, so $d^2$ is convex. If $d^2$ were positive at some $r$, there would be points $a<r<b$ where it is smaller than at $r$, because it tends to zero at both ends. A convex function can't do that, so $d=0$.

**The integral.** From $u^2=4Z^3r^2e^{-2Zr}$ and $\int_0^\infty r^ne^{-2Zr}dr=n!/(2Z)^{n+1}$,

$$\int_0^\infty r\,u\,w\,dr=\int_0^\infty\left(4Zr^4+2Z^2r^5\right)e^{-2Zr}dr=\frac3{Z^4}+\frac{15}{4Z^4}=\frac{27}{4Z^4}.$$

Multiplying by $\frac23$ gives $\frac9{2Z^4}$. The same moments give $\int_0^\infty u^2\,dr=4Z^3\cdot\frac{2}{(2Z)^3}=1$, so the orbital is normalized.

## The Lean file

```lean
import Mathlib

open MeasureTheory Filter Topology Set

namespace CorePolarizability

noncomputable section

/-- The radial equation `-w''/2 + (l(l+1)/(2r²) - Z/r - E) w = s` on `r > 0`, for nuclear
charge `Z`, energy `E`, angular momentum `l` and source `s`. -/
def SolvesRadial (Z E : ℝ) (l : ℕ) (s w : ℝ → ℝ) : Prop :=
  ∃ w' w'' : ℝ → ℝ, ∀ r, 0 < r → HasDerivAt w (w' r) r ∧ HasDerivAt w' (w'' r) r ∧
    -w'' r / 2 + ((l : ℝ) * ((l : ℝ) + 1) / (2 * r ^ 2) - Z / r - E) * w r = s r

/-- The radial orbital `u = 2 Z^(3/2) r exp(-Zr)`, for `Z > 0`. -/
def coreOrbital (Z r : ℝ) : ℝ := 2 * Z ^ (3 / 2 : ℝ) * r * Real.exp (-(Z * r))

/-- The closed-form response `w = (r/Z² + r²/(2Z)) u`, for `Z > 0`. -/
def dipoleResponse (Z r : ℝ) : ℝ := (r / Z ^ 2 + r ^ 2 / (2 * Z)) * coreOrbital Z r

/-- A p-channel response to a uniform field: it solves the Sternheimer equation with source
`r u` at energy `-Z²/2` and vanishes at the origin and at infinity. -/
structure IsDipoleResponse (Z : ℝ) (w : ℝ → ℝ) : Prop where
  eqn : SolvesRadial Z (-Z ^ 2 / 2) 1 (fun r => r * coreOrbital Z r) w
  origin : Tendsto w (𝓝[>] 0) (𝓝 0)
  infinity : Tendsto w atTop (𝓝 0)

/-- The polarizability `(2/3) ∫ r u w dr` over `r > 0` belonging to a response `w`. -/
def polarizability (Z : ℝ) (w : ℝ → ℝ) : ℝ :=
  2 / 3 * ∫ r in Ioi (0 : ℝ), r * coreOrbital Z r * w r

/-- A cubic polynomial times the exponential `exp(-Zr)`. -/
def polyExp (Z a b c d r : ℝ) : ℝ :=
  (b * r + c * r ^ 2 + d * r ^ 3 + a) * Real.exp (-(Z * r))

/-- The derivative of a cubic times `exp(-Zr)` is again a cubic times `exp(-Zr)`. -/
theorem hasDerivAt_polyExp (Z a b c d r : ℝ) :
    HasDerivAt (polyExp Z a b c d)
      (polyExp Z (b - Z * a) (2 * c - Z * b) (3 * d - Z * c) (-Z * d) r) r := by
  have hp := ((((hasDerivAt_id' r).const_mul b).fun_add
    ((hasDerivAt_pow 2 r).const_mul c)).fun_add ((hasDerivAt_pow 3 r).const_mul d)).add_const a
  have he := ((hasDerivAt_id' r).const_mul Z).fun_neg.exp
  refine (hp.fun_mul he).congr_deriv ?_
  simp only [polyExp]
  norm_num
  ring

/-- The core orbital solves the s-channel radial equation without source at energy `-Z²/2`. -/
theorem coreOrbital_solves (Z : ℝ) :
    SolvesRadial Z (-Z ^ 2 / 2) 0 (fun _ => 0) (coreOrbital Z) := by
  have h : coreOrbital Z = polyExp Z 0 (2 * Z ^ (3 / 2 : ℝ)) 0 0 := by
    funext r
    simp only [coreOrbital, polyExp]
    ring
  rw [h]
  refine ⟨polyExp Z _ _ _ _, polyExp Z _ _ _ _, fun r hr =>
    ⟨hasDerivAt_polyExp .., hasDerivAt_polyExp .., ?_⟩⟩
  have hr0 := hr.ne'
  simp only [polyExp]
  generalize Real.exp (-(Z * r)) = e
  generalize Z ^ (3 / 2 : ℝ) = N
  push_cast
  field_simp
  ring

/-- For `Z > 0` the closed form solves the Sternheimer equation and vanishes at the origin
and at infinity. -/
theorem dipoleResponse_isDipoleResponse {Z : ℝ} (hZ : 0 < Z) :
    IsDipoleResponse Z (dipoleResponse Z) := by
  have hZ0 := hZ.ne'
  have h : dipoleResponse Z = polyExp Z 0 0 (2 * Z ^ (3 / 2 : ℝ) / Z ^ 2)
      (2 * Z ^ (3 / 2 : ℝ) / (2 * Z)) := by
    funext r
    simp only [dipoleResponse, coreOrbital, polyExp]
    ring
  refine ⟨?_, ?_, ?_⟩
  · rw [h]
    refine ⟨polyExp Z _ _ _ _, polyExp Z _ _ _ _, fun r hr =>
      ⟨hasDerivAt_polyExp .., hasDerivAt_polyExp .., ?_⟩⟩
    have hr0 := hr.ne'
    simp only [polyExp, coreOrbital]
    generalize Real.exp (-(Z * r)) = e
    generalize Z ^ (3 / 2 : ℝ) = N
    push_cast
    field_simp
    ring
  · have hc : Tendsto (dipoleResponse Z) (𝓝 0) (𝓝 (dipoleResponse Z 0)) := by
      rw [h]
      exact (hasDerivAt_polyExp ..).continuousAt
    have h0 : dipoleResponse Z 0 = 0 := by simp [dipoleResponse]
    rw [h0] at hc
    exact hc.mono_left nhdsWithin_le_nhds
  · -- in the variable `Z r` each term is a power times a decaying exponential
    have ht (n : ℕ) : Tendsto (fun r : ℝ => (Z * r) ^ n * Real.exp (-(Z * r))) atTop (𝓝 0) :=
      (Real.tendsto_pow_mul_exp_neg_atTop_nhds_zero n).comp (tendsto_id.const_mul_atTop hZ)
    have hs := ((ht 2).const_mul (2 * Z ^ (3 / 2 : ℝ) / Z ^ 4)).add
      ((ht 3).const_mul (2 * Z ^ (3 / 2 : ℝ) / (2 * Z ^ 4)))
    rw [mul_zero, mul_zero, add_zero] at hs
    refine hs.congr fun r => ?_
    simp only [dipoleResponse, coreOrbital]
    generalize Real.exp (-(Z * r)) = e
    generalize Z ^ (3 / 2 : ℝ) = N
    field_simp

/-- Two p-channel responses of the same core agree at every `r > 0`. -/
theorem dipoleResponse_unique {Z : ℝ} {w₁ w₂ : ℝ → ℝ} (h₁ : IsDipoleResponse Z w₁)
    (h₂ : IsDipoleResponse Z w₂) {r : ℝ} (hr : 0 < r) : w₁ r = w₂ r := by
  obtain ⟨a', a'', ha⟩ := h₁.eqn
  obtain ⟨b', b'', hb⟩ := h₂.eqn
  have hd (x : ℝ) (hx : 0 < x) := (ha x hx).1.fun_sub (hb x hx).1
  have hd' (x : ℝ) (hx : 0 < x) := (ha x hx).2.1.fun_sub (hb x hx).2.1
  -- the squared difference is convex because the effective potential is positive
  have hconv : ConvexOn ℝ (Ioi (0 : ℝ)) (fun x => (w₁ x - w₂ x) * (w₁ x - w₂ x)) := by
    refine convexOn_of_hasDerivWithinAt2_nonneg (convex_Ioi 0)
      (f' := fun x => (a' x - b' x) * (w₁ x - w₂ x) + (w₁ x - w₂ x) * (a' x - b' x))
      (f'' := fun x => ((a'' x - b'' x) * (w₁ x - w₂ x) + (a' x - b' x) * (a' x - b' x)) +
        ((a' x - b' x) * (a' x - b' x) + (w₁ x - w₂ x) * (a'' x - b'' x)))
      (fun x hx => ((hd x hx).fun_mul (hd x hx)).continuousAt.continuousWithinAt) ?_ ?_ ?_
    all_goals
      rw [interior_Ioi]
      intro x hx
    · exact ((hd x hx).fun_mul (hd x hx)).hasDerivWithinAt
    · exact (((hd' x hx).fun_mul (hd x hx)).fun_add
        ((hd x hx).fun_mul (hd' x hx))).hasDerivWithinAt
    · have hx0 : x ≠ 0 := ne_of_gt hx
      have hV : ((1 : ℕ) : ℝ) * (((1 : ℕ) : ℝ) + 1) / (2 * x ^ 2) - Z / x - -Z ^ 2 / 2
          = (1 / x - Z / 2) ^ 2 + Z ^ 2 / 4 := by
        push_cast
        field_simp
        ring
      have e₁ := (ha x hx).2.2
      have e₂ := (hb x hx).2.2
      rw [hV] at e₁ e₂
      have e : a'' x - b'' x = 2 * ((1 / x - Z / 2) ^ 2 + Z ^ 2 / 4) * (w₁ x - w₂ x) := by
        linear_combination -2 * e₁ + 2 * e₂
      have hp : 0 ≤ 2 * (a' x - b' x) ^ 2 +
          4 * ((1 / x - Z / 2) ^ 2 + Z ^ 2 / 4) * (w₁ x - w₂ x) ^ 2 := by positivity
      rw [e]
      refine hp.trans_eq ?_
      ring
  -- a convex function that vanishes at both ends cannot be positive in between
  by_contra hne
  have hpos : 0 < (w₁ r - w₂ r) * (w₁ r - w₂ r) := mul_self_pos.2 (sub_ne_zero.2 hne)
  have t₀ := (h₁.origin.sub h₂.origin).mul (h₁.origin.sub h₂.origin)
  have t₁ := (h₁.infinity.sub h₂.infinity).mul (h₁.infinity.sub h₂.infinity)
  rw [sub_zero, mul_zero] at t₀ t₁
  have hI : ∀ᶠ x in 𝓝[>] (0 : ℝ), x ∈ Ioo 0 r := Ioo_mem_nhdsGT hr
  obtain ⟨a, hfa, ha0, har⟩ := ((t₀.eventually_lt_const hpos).and hI).exists
  obtain ⟨b, hfb, hrb⟩ := ((t₁.eventually_lt_const hpos).and (eventually_gt_atTop r)).exists
  exact not_le_of_gt (max_lt hfa hfb)
    (hconv.le_max_of_mem_Icc ha0 (hr.trans hrb) ⟨har.le, hrb.le⟩)

/-- The exponential moment `∫ rⁿ exp(-ar) dr` over `r > 0` is `n!/a^(n+1)` for `a > 0`. -/
theorem radial_moment (n : ℕ) {a : ℝ} (ha : 0 < a) :
    ∫ r in Ioi (0 : ℝ), r ^ n * Real.exp (-(a * r)) = (n.factorial : ℝ) / a ^ (n + 1) := by
  have h := Real.integral_rpow_mul_exp_neg_mul_Ioi (a := (n : ℝ) + 1) (by positivity) ha
  have e : (1 / a) ^ ((n : ℝ) + 1) = 1 / a ^ (n + 1) := by
    rw [← Nat.cast_succ, Real.rpow_natCast, one_div_pow]
  rw [Real.Gamma_nat_eq_factorial, add_sub_cancel_right, e] at h
  simp only [Real.rpow_natCast] at h
  rw [h]
  ring

/-- For `Z > 0` the radial density is `u² = 4 Z³ r² exp(-2Zr)`. -/
theorem coreOrbital_sq {Z : ℝ} (hZ : 0 < Z) (r : ℝ) :
    coreOrbital Z r ^ 2 = 4 * Z ^ 3 * (r ^ 2 * Real.exp (-(2 * Z * r))) := by
  have hN : Z ^ (3 / 2 : ℝ) * Z ^ (3 / 2 : ℝ) = Z ^ 3 := by
    rw [← Real.rpow_add hZ, show (3 / 2 + 3 / 2 : ℝ) = ((3 : ℕ) : ℝ) by norm_num,
      Real.rpow_natCast]
  have he : Real.exp (-(2 * Z * r)) = Real.exp (-(Z * r)) * Real.exp (-(Z * r)) := by
    rw [← Real.exp_add]
    congr 1
    ring
  rw [he, ← hN, coreOrbital]
  ring

/-- The core orbital is normalized for `Z > 0`. -/
theorem coreOrbital_normalized {Z : ℝ} (hZ : 0 < Z) :
    ∫ r in Ioi (0 : ℝ), coreOrbital Z r ^ 2 = 1 := by
  have hZ0 := hZ.ne'
  simp only [coreOrbital_sq hZ]
  rw [integral_const_mul, radial_moment 2 (by positivity : 0 < 2 * Z),
    show ((Nat.factorial 2 : ℕ) : ℝ) = 2 by norm_num [Nat.factorial]]
  field_simp
  ring

/-- For `Z > 0` every p-channel response that vanishes at the origin and at infinity gives
the polarizability `9/(2Z⁴)`. -/
theorem polarizability_eq {Z : ℝ} (hZ : 0 < Z) {w : ℝ → ℝ} (hw : IsDipoleResponse Z w) :
    polarizability Z w = 9 / (2 * Z ^ 4) := by
  have hZ0 := hZ.ne'
  have h2Z : 0 < 2 * Z := by positivity
  -- a moment with nonzero value belongs to an integrable function
  have hI (n : ℕ) : Integrable (fun r : ℝ => r ^ n * Real.exp (-(2 * Z * r)))
      (volume.restrict (Ioi 0)) := by
    by_contra h
    have hm := radial_moment n h2Z
    rw [integral_undef h] at hm
    have hp : 0 < (n.factorial : ℝ) / (2 * Z) ^ (n + 1) := by positivity
    linarith
  -- by uniqueness the response is the closed form
  have hc : ∫ r in Ioi (0 : ℝ), r * coreOrbital Z r * w r =
      ∫ r in Ioi (0 : ℝ), (4 * Z * (r ^ 4 * Real.exp (-(2 * Z * r))) +
        2 * Z ^ 2 * (r ^ 5 * Real.exp (-(2 * Z * r)))) := by
    refine setIntegral_congr_fun measurableSet_Ioi fun r hr => ?_
    rw [dipoleResponse_unique hw (dipoleResponse_isDipoleResponse hZ) hr, dipoleResponse]
    calc _ = r * (r / Z ^ 2 + r ^ 2 / (2 * Z)) * coreOrbital Z r ^ 2 := by ring
      _ = _ := by
        rw [coreOrbital_sq hZ]
        generalize Real.exp (-(2 * Z * r)) = e
        field_simp
        ring
  rw [polarizability, hc, integral_add ((hI 4).const_mul _) ((hI 5).const_mul _),
    integral_const_mul, integral_const_mul, radial_moment 4 h2Z, radial_moment 5 h2Z,
    show ((Nat.factorial 4 : ℕ) : ℝ) = 24 by norm_num [Nat.factorial],
    show ((Nat.factorial 5 : ℕ) : ℝ) = 120 by norm_num [Nat.factorial]]
  field_simp
  ring

/-- The polarizability given by the closed-form response tends to zero as the nuclear charge `Z`
tends to infinity. -/
theorem polarizability_tendsto_zero :
    Tendsto (fun Z => polarizability Z (dipoleResponse Z)) atTop (𝓝 0) := by
  have hg : Tendsto (fun Z : ℝ => 2 * Z ^ 4) atTop atTop :=
    (tendsto_pow_atTop (by norm_num : (4 : ℕ) ≠ 0)).const_mul_atTop two_pos
  refine (hg.const_div_atTop 9).congr' ?_
  filter_upwards [eventually_gt_atTop (0 : ℝ)] with Z hZ
  exact (polarizability_eq hZ (dipoleResponse_isDipoleResponse hZ)).symm

end

end CorePolarizability
```

```lean
#print axioms CorePolarizability.coreOrbital_solves
#print axioms CorePolarizability.coreOrbital_normalized
#print axioms CorePolarizability.polarizability_tendsto_zero
```

```
'CorePolarizability.coreOrbital_solves' depends on axioms: [propext, Classical.choice, Quot.sound]
'CorePolarizability.coreOrbital_normalized' depends on axioms: [propext, Classical.choice, Quot.sound]
'CorePolarizability.polarizability_tendsto_zero' depends on axioms: [propext, Classical.choice, Quot.sound]
```

## What the definitions and theorems say

`SolvesRadial Z E l s w` says that `w` has a first and a second derivative at every $r>0$ and satisfies the radial Schrödinger equation there, with energy `E`, angular momentum `l` and source `s`. For `l = 1` and `E = -Z²/2` its potential term is the $V$ above. The functions are defined on all of ℝ, but only $r>0$ carries physics.

`IsDipoleResponse Z w` combines the Sternheimer equation with two limits: `w` tends to zero as $r$ approaches 0 from the right, and as $r\to\infty$. The first excludes the irregular solution at the nucleus, and the second excludes responses that grow exponentially at large $r$. `polarizability Z w` is the integral with its prefactor $\frac23$, for whatever `w` is supplied.

The main theorem, `polarizability_eq`, reads: for $Z>0$, every `w` that satisfies `IsDipoleResponse Z w` has polarizability $9/(2Z^4)$. `dipoleResponse_isDipoleResponse` shows that the closed form is such a `w`, and `polarizability_tendsto_zero` states that its polarizability tends to zero as $Z\to\infty$. `coreOrbital_solves` and `coreOrbital_normalized` confirm that $u$ is a normalized solution of the unperturbed s-channel equation.

The Sternheimer equation and the polarizability formula enter as definitions; the perturbation theory that leads to them is not formalized. The model has one nonrelativistic electron and a bare Coulomb potential, with no screening and no self-consistent response. For this one-electron core, doubling $Z$ reduces the polarizability sixteenfold, and with it the second-order energy in a given uniform field. Whether core polarization can be neglected in a pseudopotential also depends on the field that acts on the core, and a real many-electron core needs its own calculation.

## Why the condition at the origin matters

Suppose that `w` only has to vanish at infinity. The function

$$g(r)=\left(\frac1r+2Z+2Z^2r\right)e^{-Zr}$$

satisfies $-\frac12g''+Vg=0$ and decays at infinity, but diverges at the origin. So $w+cg$ solves the same Sternheimer equation for every real $c$. Since $\frac23\int_0^\infty r\,u\,g\,dr=2/\sqrt Z$, its "polarizability" is $\frac9{2Z^4}+\frac{2c}{\sqrt Z}$, which can be any real number. For $Z=1$ and $c=-\frac94$ it is zero. This example is worked by hand and does not appear in the file.

## From the calculation to the Lean proof

**Differentiation.** `polyExp` is a cubic polynomial times $e^{-Zr}$, and `hasDerivAt_polyExp` shows that its derivative has the same form, with explicit new coefficients. Applied twice, it supplies both derivatives for the orbital and for the response. The proofs of the two differential equations then use `generalize` to replace the exponential and $Z^{3/2}$ by arbitrary numbers. What remains is the cancellation found above, now an identity between rational expressions, which `field_simp` and `ring` settle.

**Boundary values.** At the origin, `dipoleResponse_isDipoleResponse` uses continuity and the value $w(0)=0$. At infinity it writes $w$ as a combination of $(Zr)^2e^{-Zr}$ and $(Zr)^3e^{-Zr}$, each of which tends to zero.

**Uniqueness.** `dipoleResponse_unique` follows the convexity argument step by step. Inside it, `hV` is the completed square, `e` is the equation $d''=2Vd$, and `hp` is the nonnegativity of $(d^2)''$. The comment in the code calls $V$ the effective potential; it includes the shift $-E=Z^2/2$, without which it would be negative at large $r$. The two limits provide the points `a` and `b`, and `le_max_of_mem_Icc` bounds the convex function between them by the larger of its values there, which gives the contradiction.

**Integration.** `radial_moment` obtains the factorial formula from Mathlib's Gamma integral, and `coreOrbital_sq` gives $u^2$. In `polarizability_eq`, uniqueness replaces the given `w` by the closed form under the integral, and the integrand becomes the sum of the $r^4$ and $r^5$ terms. Splitting that integral requires each term to be integrable. Lean assigns the value zero to the integral of a non-integrable function, so the positive value of each moment already proves this. The factorials 24 and 120 then give the result.

**Large charge.** `polarizability_tendsto_zero` uses the closed value for $Z>0$ and the fact that $2Z^4$ grows without bound.
